# Centre-of-mass and relative variables preserve the coordinate–momentum commutators of two particles

Two particles with masses `m` and `M` have coordinates `z₁`, `z₂` and momenta `p₁`, `p₂`, taken as elements of a real algebra; the masses are real numbers assumed only to have a nonzero sum. Each coordinate has the same commutator `c` with its own momentum and commutes with the other particle's momentum. The theorem says that the centre-of-mass coordinate with the total momentum, and the relative coordinate with the relative momentum, again have commutator `c`, while the two mixed commutators vanish. The attempt expands the products, uses the hypotheses to move momenta to the left of coordinates, and then compares the scalar coefficients on the two sides.

The failing Lean file:

```lean
import Mathlib

open MeasureTheory Set

namespace FiniteMassPolarizability

noncomputable section

section Separation

variable {A : Type*} [Ring A] [Algebra ℝ A]

/-- Centre-of-mass coordinate `(m z₁ + M z₂) / (M + m)`, for `M + m ≠ 0`. -/
def comCoord (m M : ℝ) (z₁ z₂ : A) : A := (1 / (M + m)) • (m • z₁ + M • z₂)

/-- Relative momentum `(M p₁ - m p₂) / (M + m)`, for `M + m ≠ 0`. -/
def relMomentum (m M : ℝ) (p₁ p₂ : A) : A := (1 / (M + m)) • (M • p₁ - m • p₂)

/-- If `[z₁, p₁] = [z₂, p₂] = c` and `[z₁, p₂] = [z₂, p₁] = 0`, then the centre-of-mass and relative
coordinates and momenta satisfy the same four coordinate-momentum relations. -/
theorem separated_pairs_canonical {m M : ℝ} (hs : M + m ≠ 0) {z₁ z₂ p₁ p₂ c : A}
    (h11 : z₁ * p₁ - p₁ * z₁ = c) (h22 : z₂ * p₂ - p₂ * z₂ = c)
    (h12 : z₁ * p₂ - p₂ * z₁ = 0) (h21 : z₂ * p₁ - p₁ * z₂ = 0) :
    comCoord m M z₁ z₂ * (p₁ + p₂) - (p₁ + p₂) * comCoord m M z₁ z₂ = c ∧
    (z₁ - z₂) * relMomentum m M p₁ p₂ - relMomentum m M p₁ p₂ * (z₁ - z₂) = c ∧
    comCoord m M z₁ z₂ * relMomentum m M p₁ p₂
      - relMomentum m M p₁ p₂ * comCoord m M z₁ z₂ = 0 ∧
    (z₁ - z₂) * (p₁ + p₂) - (p₁ + p₂) * (z₁ - z₂) = 0 := by
  have e11 := sub_eq_iff_eq_add'.mp h11
  have e22 := sub_eq_iff_eq_add'.mp h22
  have e12 := sub_eq_zero.mp h12
  have e21 := sub_eq_zero.mp h21
  refine ⟨?_, ?_, ?_, ?_⟩ <;>
    simp only [comCoord, relMomentum, smul_mul_assoc, mul_smul_comm, add_mul, mul_add,
      sub_mul, mul_sub, e11, e22, e12, e21] <;>
    match_scalars <;> field_simp <;> ring

end Separation

end

end FiniteMassPolarizability
```

Compiling this gives:

```
Main.lean:36:22: error: `field_simp` made no progress on the goal
Main.lean:36:22: error: `field_simp` made no progress on the goal
Main.lean:36:22: error: `field_simp` made no progress on the goal
Main.lean:36:22: error: `field_simp` made no progress on the goal
Main.lean:36:22: error: `field_simp` made no progress on the goal
```

Diagnosis. All five errors say that `field_simp` found nothing to simplify, which it treats as a failure. The messages do not print the goals, but the fourth commutator, between relative coordinate and total momentum, accounts for them. It contains no division, and `match_scalars` splits it into five coefficient equations, for `c` and the four products of a momentum with a coordinate. Because `<;>` runs `field_simp` on every goal, it fails on these before `ring` can close them.

The repair drops `field_simp` and treats the four commutators separately. In the first two, the coefficients of `c` are the mass fractions, whose sum must be shown to be 1. This is `hone`, proved from `hs`; `linear_combination` multiplies it by `c` and leaves the remaining identity to `module`. In the last two, the terms cancel without using `M + m ≠ 0`, so `module` suffices. The added comment only describes `hone`.

Fix (accepted with no message):

```diff
@@ -31,8 +31,15 @@
   have e12 := sub_eq_zero.mp h12
   have e21 := sub_eq_zero.mp h21
+  -- the two mass fractions add up to one
+  have hone : 1 / (M + m) * M + 1 / (M + m) * m = 1 := by
+    rw [← mul_add]
+    exact one_div_mul_cancel hs
   refine ⟨?_, ?_, ?_, ?_⟩ <;>
     simp only [comCoord, relMomentum, smul_mul_assoc, mul_smul_comm, add_mul, mul_add,
-      sub_mul, mul_sub, e11, e22, e12, e21] <;>
-    match_scalars <;> field_simp <;> ring
+      sub_mul, mul_sub, e11, e22, e12, e21]
+  · linear_combination (norm := module) hone • c
+  · linear_combination (norm := module) hone • c
+  · module
+  · module
 
 end Separation
```
